# The open three-spin Heisenberg chain maps states with one down spin to states with one down spin

Three spins one-half stand in an open chain with the Hamiltonian J (S0·S1 + S1·S2), where J is any real number and S = σ/2. The declaration `hamiltonian_oneDown` takes a state with one down spin, which sits on site j with amplitude c j, and states that the Hamiltonian gives a state of the same form, with amplitudes J/2 · c 1, J/2 · (c 0 − c 1 + c 2) and J/2 · c 1 on sites 0, 1 and 2. The amplitudes are arbitrary complex numbers, so the state need not be normalised and may be zero. The attempt compares the two vectors on each of the eight basis states, computes the entries with `simp` and leaves the remaining algebra to `ring`.

This version doesn't compile in Lean 4 with Mathlib:

```lean
import Mathlib

open Matrix
open scoped Kronecker ComplexConjugate

namespace HamiltonianOneDown

noncomputable section

/-- The three Pauli matrices; index 0 of a spin is up and index 1 is down. -/
def pauli : Fin 3 → Matrix (Fin 2) (Fin 2) ℂ :=
  ![!![0, 1; 1, 0], !![0, -Complex.I; Complex.I, 0], !![1, 0; 0, -1]]

/-- The Hamiltonian `J (S0·S1 + S1·S2)` of three spins one-half, with `S = σ/2`. -/
def hamiltonian (J : ℝ) : Matrix (Fin 2 × Fin 2 × Fin 2) (Fin 2 × Fin 2 × Fin 2) ℂ :=
  ((J : ℂ) / 4) • ∑ a : Fin 3,
    (pauli a ⊗ₖ (pauli a ⊗ₖ (1 : Matrix (Fin 2) (Fin 2) ℂ)) +
      (1 : Matrix (Fin 2) (Fin 2) ℂ) ⊗ₖ (pauli a ⊗ₖ pauli a))

/-- The state with one down spin, which sits on site `j` with amplitude `c j`. -/
def oneDown (c : Fin 3 → ℂ) : Fin 2 × Fin 2 × Fin 2 → ℂ := fun s =>
  if s = (1, 0, 0) then c 0 else if s = (0, 1, 0) then c 1 else
    if s = (0, 0, 1) then c 2 else 0

/-- The Hamiltonian maps states with one down spin to states with one down spin. -/
theorem hamiltonian_oneDown (J : ℝ) (c : Fin 3 → ℂ) :
    hamiltonian J *ᵥ oneDown c =
      oneDown ![(J : ℂ) / 2 * c 1, (J : ℂ) / 2 * (c 0 - c 1 + c 2), (J : ℂ) / 2 * c 1] := by
  ext ⟨a, b, d⟩
  fin_cases a <;> fin_cases b <;> fin_cases d <;>
    simp [hamiltonian, pauli, oneDown, Matrix.mulVec, dotProduct, Fintype.sum_prod_type,
      Fin.sum_univ_succ, Matrix.one_apply] <;> ring

end

end HamiltonianOneDown
```

The error:

```
Try this:
  [apply] ring_nf
  
  The `ring` tactic failed to close the goal. Use `ring_nf` to obtain a normal form.
    
  Note that `ring` works primarily in *commutative* rings. If you have a noncommutative ring, abelian group or module, consider using `noncomm_ring`, `abel` or `module` instead.
Try this:
  [apply] ring_nf
  
  The `ring` tactic failed to close the goal. Use `ring_nf` to obtain a normal form.
    
  Note that `ring` works primarily in *commutative* rings. If you have a noncommutative ring, abelian group or module, consider using `noncomm_ring`, `abel` or `module` instead.
Main.lean:28:90: error: unsolved goals
case «0».«0».«1»
J : ℝ
c : Fin 3 → ℂ
⊢ True ∨ c 1 = 0

case «1».«0».«0»
J : ℝ
c : Fin 3 → ℂ
⊢ True ∨ c 1 = 0
```

Diagnosis. The error shows two unsolved goals, for the basis states with the down spin on site 2 and on site 0. In both, the required amplitude is J/2 · c 1. There `simp` met an equation with the factor `c 1` on the right of both sides, and its lemma `mul_eq_mul_right_iff` turned this into a disjunction: either the other factors are equal, or `c 1 = 0`. `ring` proves equations, not disjunctions. It fell back to `ring_nf`, which reduced the first alternative to `True` but left `True ∨ c 1 = 0` unproved. The two "Try this" messages report this fallback.

The repair takes `mul_eq_mul_right_iff` out of the `simp` call with a minus sign, so the goals stay equations and `ring` closes them. `mul_eq_mul_left_iff`, which does the same for a common left factor, is also taken out; nothing in the messages shows that it had fired, so this is a precaution. The new line break is mere tidying.

The change, after which it compiles:

```diff
@@ -29,5 +29,6 @@
   ext ⟨a, b, d⟩
   fin_cases a <;> fin_cases b <;> fin_cases d <;>
-    simp [hamiltonian, pauli, oneDown, Matrix.mulVec, dotProduct, Fintype.sum_prod_type,
+    simp [-mul_eq_mul_right_iff, -mul_eq_mul_left_iff, hamiltonian, pauli, oneDown,
+      Matrix.mulVec, dotProduct, Fintype.sum_prod_type,
       Fin.sum_univ_succ, Matrix.one_apply] <;> ring
 
```
